# A k-mesh with points within h of both band edges overestimates the gap by at most B h² for bands with B-Lipschitz gradients

## Can a coarse mesh open a gap in a semimetal?

I have a layered material whose valence maximum and conduction minimum sit at different crystal momenta, neither of them on my k-mesh. On a coarse mesh the highest valence energy lies below the lowest conduction energy, so I would report a small-gap insulator. On a finer mesh the two bands overlap. Does the error always go in this direction, and how large can it be? When may I trust the sign of the gap that I read off the mesh?

## Yes, with an error at most quadratic in the distance to the edges

For fixed bands the error always has that sign. Let v be the valence band and c the conduction band, both differentiable on all of momentum space. Let v have its global maximum at kv and c its global minimum at kc. The true gap is c(kc) − v(kv), which is negative when the bands overlap. The mesh gap is the minimum of c minus the maximum of v over a finite set s of momenta. Since every sampled c is at least c(kc) and every sampled v is at most v(kv), the mesh gap is never below the true gap.

The upper bound needs a limit on how sharply the bands bend. Suppose that both gradients are Lipschitz with constant B:

|∇ε(k) − ∇ε(k′)| ≤ B |k − k′|, for ε = v and ε = c.

Physically, B bounds ħ²/|m*| for every effective mass that occurs in the two bands. At an edge k₀ the gradient vanishes. With u = k − k₀ and g(t) = ε(k₀ + t u) − ε(k₀),

|g′(t)| = |∇ε(k₀ + t u) · u| ≤ B |u|² t, for 0 ≤ t ≤ 1.

Integrating from t = 0 to t = 1 gives

|ε(k) − ε(k₀)| ≤ (B/2) |k − k₀|².

Now let the mesh contain p within h of kv and q within h of kc. Then

min c over s ≤ c(q) ≤ c(kc) + B h²/2,
max v over s ≥ v(p) ≥ v(kv) − B h²/2.

Subtracting the second line from the first,

0 ≤ mesh gap − true gap ≤ B h².

So a mesh gap above B h² guarantees a positive true gap, and an overlap larger than B h² must appear as a negative mesh gap.

**Your situation in one dimension.** Take v(k) = cos k − 1 and c(k) = 0.7 + cos k, with energies in eV and k in units of the inverse lattice constant. Then B = 1, kv = 0, kc = π, and the true gap is −0.3 eV.

- The mesh ±π/4, ±3π/4 gives −0.007 − (−0.293) = +0.286 eV, a false insulator. The error is 0.586 eV and the bound is (π/4)² = 0.617 eV, so this positive gap certifies nothing.
- The eight-point mesh ±π/8, ±3π/8, ±5π/8, ±7π/8 gives −0.224 − (−0.076) = −0.148 eV. The bound is now (π/8)² = 0.154 eV, below the overlap of 0.3 eV, so the overlap had to show.

**The direct gap.** The same argument applies to w = c − v, whose gradient is 2B-Lipschitz. If w has a global minimum and a mesh point lies within h of it, the smallest sampled w is too high by at most B h². This variant is a by-hand addition to the Lean file below.

### What the Lean statement assumes

A momentum is a vector of `EuclideanSpace ℝ (Fin d)`. `BoundedCurvature B ε` says that ε is differentiable and that its derivative `fderiv ℝ ε`, the linear map u ↦ ∇ε · u, is Lipschitz with constant B. `trueGap` is an infimum minus a supremum over all momenta, and `meshGap` uses the minimum and maximum over the nonempty finite set `s`. The hypotheses `hmax` and `hmin` place the edges at `kv` and `kc`; `hsv` and `hsc` supply the nearby mesh points.

The main theorem is `meshGap_error`. Behind it, `meshGap_sub_trueGap_le` allows separate constants and distances, with the bound (Bv a² + Bc b²)/2. The two sign criteria are in `gap_sign_from_mesh`.

Periodicity is allowed but not required. The constant B is an input that the mesh does not provide, and a band with a kink at a crossing fails the differentiability condition. The result bears on gap convergence in electronic-structure calculations only for fixed bands sampled without error: in a self-consistent hybrid calculation the exchange term can itself change with the mesh, and that change is a separate error.

```lean
import Mathlib

open scoped NNReal

namespace KMeshGap

noncomputable section

/-- Crystal momenta in `d` dimensions. -/
abbrev Momentum (d : ℕ) := EuclideanSpace ℝ (Fin d)

variable {d : ℕ}

/-- A differentiable band whose gradient is Lipschitz in the momentum with constant `B`. -/
structure BoundedCurvature (B : ℝ≥0) (ε : Momentum d → ℝ) : Prop where
  differentiable : Differentiable ℝ ε
  lipschitz : LipschitzWith B (fderiv ℝ ε)

/-- The true gap: infimum of the conduction band `c` minus supremum of the valence band `v`,
for `c` bounded below and `v` bounded above. -/
def trueGap (v c : Momentum d → ℝ) : ℝ := (⨅ k, c k) - ⨆ k, v k

/-- The gap read off a nonempty finite mesh `s`: lowest sampled conduction energy minus
highest sampled valence energy. -/
def meshGap (s : Finset (Momentum d)) (hs : s.Nonempty) (v c : Momentum d → ℝ) : ℝ :=
  s.inf' hs c - s.sup' hs v

/-- Near a stationary point, a band with `B`-Lipschitz gradient deviates from its value there
by at most `B / 2` times the squared distance. -/
theorem abs_sub_le_of_stationary {B : ℝ≥0} {ε : Momentum d → ℝ}
    (hε : BoundedCurvature B ε) {k₀ : Momentum d} (h0 : fderiv ℝ ε k₀ = 0)
    (k : Momentum d) : |ε k - ε k₀| ≤ B / 2 * ‖k - k₀‖ ^ 2 := by
  obtain ⟨u, rfl⟩ : ∃ u, k = k₀ + u := ⟨k - k₀, by simp⟩
  rw [add_sub_cancel_left]
  -- the band along the segment from `k₀` to `k₀ + u`
  have hline : ∀ t : ℝ, HasDerivAt (fun t : ℝ => ε (k₀ + t • u) - ε k₀)
      (fderiv ℝ ε (k₀ + t • u) u) t := by
    intro t
    have h1 : HasDerivAt (fun t : ℝ => k₀ + t • u) u t := by
      have h2 := ((hasDerivAt_id' t).smul_const u).const_add k₀
      exact h2.congr_deriv (one_smul ℝ u)
    exact ((hε.differentiable (k₀ + t • u)).hasFDerivAt.comp_hasDerivAt t h1).sub_const (ε k₀)
  have hB : ∀ t : ℝ, HasDerivAt (fun t : ℝ => (B : ℝ) / 2 * ‖u‖ ^ 2 * (t * t))
      (B * ‖u‖ ^ 2 * t) t := by
    intro t
    have h2 := ((hasDerivAt_id' t).fun_mul (hasDerivAt_id' t)).const_mul ((B : ℝ) / 2 * ‖u‖ ^ 2)
    exact h2.congr_deriv (by ring)
  -- the slope grows at most linearly, since it vanishes at `k₀`
  have hbound : ∀ t ∈ Set.Ico (0 : ℝ) 1,
      ‖fderiv ℝ ε (k₀ + t • u) u‖ ≤ B * ‖u‖ ^ 2 * t := by
    intro t ht
    have hL : ‖fderiv ℝ ε (k₀ + t • u)‖ ≤ B * (t * ‖u‖) := by
      have h3 := hε.lipschitz.dist_le_mul (k₀ + t • u) k₀
      rwa [dist_eq_norm, dist_eq_norm, h0, sub_zero, add_sub_cancel_left, norm_smul,
        Real.norm_of_nonneg ht.1] at h3
    calc ‖fderiv ℝ ε (k₀ + t • u) u‖
        ≤ ‖fderiv ℝ ε (k₀ + t • u)‖ * ‖u‖ := ContinuousLinearMap.le_opNorm _ _
      _ ≤ B * (t * ‖u‖) * ‖u‖ := mul_le_mul_of_nonneg_right hL (norm_nonneg u)
      _ = B * ‖u‖ ^ 2 * t := by ring
  have key := image_norm_le_of_norm_deriv_right_le_deriv_boundary
    (fun t _ => (hline t).continuousAt.continuousWithinAt)
    (fun t _ => (hline t).hasDerivWithinAt) (by simp) hB hbound
    (Set.right_mem_Icc.2 zero_le_one)
  simpa using key

/-- If the valence band is highest at `kv` and the conduction band lowest at `kc`, the true gap
is the energy difference between these two band edges. -/
theorem trueGap_eq {v c : Momentum d → ℝ} {kv kc : Momentum d}
    (hmax : ∀ k, v k ≤ v kv) (hmin : ∀ k, c kc ≤ c k) : trueGap v c = c kc - v kv := by
  have h1 : ⨅ k, c k = c kc :=
    le_antisymm (ciInf_le ⟨c kc, by rintro _ ⟨k, rfl⟩; exact hmin k⟩ kc) (le_ciInf hmin)
  have h2 : ⨆ k, v k = v kv :=
    le_antisymm (ciSup_le hmax) (le_ciSup ⟨v kv, by rintro _ ⟨k, rfl⟩; exact hmax k⟩ kv)
  rw [trueGap, h1, h2]

/-- For bands that attain their edges, a finite mesh never underestimates the gap. -/
theorem trueGap_le_meshGap {v c : Momentum d → ℝ} {kv kc : Momentum d}
    (hmax : ∀ k, v k ≤ v kv) (hmin : ∀ k, c kc ≤ c k)
    (s : Finset (Momentum d)) (hs : s.Nonempty) : trueGap v c ≤ meshGap s hs v c := by
  rw [trueGap_eq hmax hmin, meshGap]
  have h1 : c kc ≤ s.inf' hs c := Finset.le_inf' hs c (fun k _ => hmin k)
  have h2 : s.sup' hs v ≤ v kv := Finset.sup'_le hs v (fun k _ => hmax k)
  linarith

/-- With gradient Lipschitz constants `Bv`, `Bc` and mesh points within `a` of the valence
maximum and within `b` of the conduction minimum, the mesh gap exceeds the true gap by at most
`(Bv a² + Bc b²) / 2`. -/
theorem meshGap_sub_trueGap_le {Bv Bc : ℝ≥0} {v c : Momentum d → ℝ} {kv kc : Momentum d}
    {a b : ℝ} (hv : BoundedCurvature Bv v) (hc : BoundedCurvature Bc c)
    (hmax : ∀ k, v k ≤ v kv) (hmin : ∀ k, c kc ≤ c k)
    (s : Finset (Momentum d)) (hs : s.Nonempty)
    (hsv : ∃ k ∈ s, ‖k - kv‖ ≤ a) (hsc : ∃ k ∈ s, ‖k - kc‖ ≤ b) :
    meshGap s hs v c - trueGap v c ≤ (Bv * a ^ 2 + Bc * b ^ 2) / 2 := by
  obtain ⟨p, hp, hpa⟩ := hsv
  obtain ⟨q, hq, hqb⟩ := hsc
  -- both band edges are stationary points
  have lv : IsLocalMax v kv := Filter.Eventually.of_forall hmax
  have lc : IsLocalMin c kc := Filter.Eventually.of_forall hmin
  have ev := (abs_le.1 (abs_sub_le_of_stationary hv lv.fderiv_eq_zero p)).1
  have ec := (abs_le.1 (abs_sub_le_of_stationary hc lc.fderiv_eq_zero q)).2
  have bv : (Bv : ℝ) / 2 * ‖p - kv‖ ^ 2 ≤ Bv / 2 * a ^ 2 := by gcongr
  have bc : (Bc : ℝ) / 2 * ‖q - kc‖ ^ 2 ≤ Bc / 2 * b ^ 2 := by gcongr
  have h1 : s.inf' hs c ≤ c q := Finset.inf'_le c hq
  have h2 : v p ≤ s.sup' hs v := Finset.le_sup' v hp
  rw [trueGap_eq hmax hmin, meshGap]
  linarith

/-- For bands with `B`-Lipschitz gradients that attain their edges, a finite mesh with a point
within `h` of each edge gives a gap that exceeds the true gap by between `0` and `B h²`. -/
theorem meshGap_error {B : ℝ≥0} {v c : Momentum d → ℝ} {kv kc : Momentum d} {h : ℝ}
    (hv : BoundedCurvature B v) (hc : BoundedCurvature B c)
    (hmax : ∀ k, v k ≤ v kv) (hmin : ∀ k, c kc ≤ c k)
    (s : Finset (Momentum d)) (hs : s.Nonempty)
    (hsv : ∃ k ∈ s, ‖k - kv‖ ≤ h) (hsc : ∃ k ∈ s, ‖k - kc‖ ≤ h) :
    0 ≤ meshGap s hs v c - trueGap v c ∧ meshGap s hs v c - trueGap v c ≤ B * h ^ 2 := by
  have h1 := trueGap_le_meshGap hmax hmin s hs
  have h2 := meshGap_sub_trueGap_le hv hc hmax hmin s hs hsv hsc
  constructor <;> linarith

/-- For bands with `B`-Lipschitz gradients that attain their edges, and a finite mesh with a point
within `h` of each edge, a mesh gap above `B h²` proves that the true gap is positive, and a band
overlap larger than `B h²` shows up as a negative mesh gap. -/
theorem gap_sign_from_mesh {B : ℝ≥0} {v c : Momentum d → ℝ} {kv kc : Momentum d} {h : ℝ}
    (hv : BoundedCurvature B v) (hc : BoundedCurvature B c)
    (hmax : ∀ k, v k ≤ v kv) (hmin : ∀ k, c kc ≤ c k)
    (s : Finset (Momentum d)) (hs : s.Nonempty)
    (hsv : ∃ k ∈ s, ‖k - kv‖ ≤ h) (hsc : ∃ k ∈ s, ‖k - kc‖ ≤ h) :
    (B * h ^ 2 < meshGap s hs v c → 0 < trueGap v c) ∧
      (B * h ^ 2 < -trueGap v c → meshGap s hs v c < 0) := by
  have h2 := (meshGap_error hv hc hmax hmin s hs hsv hsc).2
  constructor <;> intro h3 <;> linarith

/-- The parabolic band with energy `E₀` at zero momentum and curvature `a`. -/
def parabolicBand (E₀ a : ℝ) (k : Momentum d) : ℝ := E₀ + a / 2 * ‖k‖ ^ 2

/-- A parabolic band of curvature `a` has a `B`-Lipschitz gradient whenever `|a| ≤ B`. -/
theorem parabolicBand_boundedCurvature (E₀ : ℝ) {a : ℝ} {B : ℝ≥0} (ha : |a| ≤ B) :
    BoundedCurvature B (parabolicBand E₀ a : Momentum d → ℝ) := by
  have hd : ∀ k : Momentum d, HasFDerivAt (parabolicBand E₀ a) (a • innerSL ℝ k) k := by
    intro k
    have h1 := ((hasStrictFDerivAt_norm_sq k).hasFDerivAt.const_mul (a / 2)).const_add E₀
    exact h1.congr_fderiv (by module)
  refine ⟨fun k => (hd k).differentiableAt, LipschitzWith.of_dist_le_mul fun x y => ?_⟩
  rw [dist_eq_norm, dist_eq_norm, (hd x).fderiv, (hd y).fderiv, ← smul_sub, ← map_sub,
    norm_smul, innerSL_apply_norm, Real.norm_eq_abs]
  exact mul_le_mul_of_nonneg_right ha (norm_nonneg _)

/-- The bound `B h²` is sharp: two parabolic bands of curvatures `B` and `-B` with edges at zero
momentum, sampled only at distance `h` from it, have a mesh gap error of exactly `B h²`. -/
theorem meshGap_error_sharp (B : ℝ≥0) (Eg h : ℝ) (s : Finset (Momentum d)) (hs : s.Nonempty)
    (hsh : ∀ k ∈ s, ‖k‖ = h) :
    meshGap s hs (parabolicBand 0 (-B)) (parabolicBand Eg B)
      - trueGap (parabolicBand 0 (-B) : Momentum d → ℝ) (parabolicBand Eg B) = B * h ^ 2 := by
  have hpos : ∀ k : Momentum d, 0 ≤ (B : ℝ) / 2 * ‖k‖ ^ 2 := fun k => by positivity
  have z : ∀ E a : ℝ, parabolicBand E a (0 : Momentum d) = E := fun E a => by
    simp [parabolicBand]
  have hmax : ∀ k : Momentum d, parabolicBand 0 (-B) k ≤ parabolicBand 0 (-B) (0 : Momentum d) :=
    fun k => by rw [z, parabolicBand]; linarith [hpos k]
  have hmin : ∀ k : Momentum d, parabolicBand Eg B (0 : Momentum d) ≤ parabolicBand Eg B k :=
    fun k => by rw [z, parabolicBand]; linarith [hpos k]
  -- the mesh extrema are attained at points of norm `h`
  obtain ⟨q, hq, eq⟩ := Finset.exists_mem_eq_inf' hs (parabolicBand Eg (B : ℝ))
  obtain ⟨p, hp, ep⟩ := Finset.exists_mem_eq_sup' hs (parabolicBand 0 (-(B : ℝ)))
  rw [trueGap_eq hmax hmin, z, z, meshGap, eq, ep, parabolicBand, parabolicBand,
    hsh q hq, hsh p hp]
  ring

end

end KMeshGap
```

```lean
#print axioms KMeshGap.gap_sign_from_mesh
#print axioms KMeshGap.parabolicBand_boundedCurvature
#print axioms KMeshGap.meshGap_error_sharp
```

```
'KMeshGap.gap_sign_from_mesh' depends on axioms: [propext, Classical.choice, Quot.sound]
'KMeshGap.parabolicBand_boundedCurvature' depends on axioms: [propext, Classical.choice, Quot.sound]
'KMeshGap.meshGap_error_sharp' depends on axioms: [propext, Classical.choice, Quot.sound]
```

### From the segment estimate to the sharp constant

`abs_sub_le_of_stationary` is the segment estimate. `hline` differentiates g, and `hbound` bounds its slope by B |u|² t. In place of an integral, the proof uses a comparison theorem: g starts at zero and its slope is bounded by that of (B/2) |u|² t², so |g| stays below this function up to t = 1.

`trueGap_eq` identifies the infimum and supremum with the edge energies, and `trueGap_le_meshGap` is the lower bound. In `meshGap_sub_trueGap_le`, `fderiv_eq_zero` supplies the vanishing gradient at each extremum. The segment estimate is then applied at `p` and `q`, `gcongr` replaces the actual distances by `a` and `b`, and `linarith` adds the inequalities. `meshGap_error` sets both constants to B and both distances to h, and the sign criteria follow by linear arithmetic.

The last two theorems show that the factor in front of h² is the best possible. Parabolic bands of curvatures −B and B satisfy the gradient condition by `parabolicBand_boundedCurvature`. If both edges lie at zero momentum and every mesh point has norm h, each edge is missed by exactly B h²/2, so `meshGap_error_sharp` finds a total error of B h².
